# Logarithmic divergence of the square-lattice band integral at the band centre

A density of states computed with a finite energy broadening has a finite peak at the centre of the square-lattice band. Someone who does not know that the exact curve is unbounded there may take the height of that peak for a property of the lattice, and may keep reducing the broadening in the hope that the height settles. For non-interacting electrons with nearest-neighbour hopping on an infinite lattice it does not settle, because the exact density of states grows logarithmically as the energy approaches the band centre.

## From the dispersion to an integral

Let $t>0$ be the hopping amplitude and take the lattice spacing as unit of length. The band is $E=-2t(\cos k_x+\cos k_y)$, with half bandwidth $4t$. Write $e=|E|/4t$ for the distance from the band centre as a fraction of the half bandwidth; the letter $e$ is neither the electron charge nor the base of logarithms here.

With $u=(k_x+k_y)/2$ and $v=(k_x-k_y)/2$ the band becomes $E=-4t\cos u\cos v$, and an average over the Brillouin zone is an average over independent angles $u$ and $v$. The values $c=\cos v$ are distributed with density $1/(\pi\sqrt{1-c^2})$. For $0<e<1$ the density of states per site and spin is therefore

$$g(E)=\frac{1}{2\pi^2t}\int_0^{\arccos e}\frac{du}{\sqrt{\cos^2u-e^2}} .$$

The substitution $\sin u=\sqrt{1-e^2}\,\sin x$ turns this into $g(E)=I(e)/(2\pi^2t)$, where

$$I(e)=\int_0^{\pi/2}\frac{dx}{\sqrt{\cos^2x+e^2\sin^2x}} .$$

## Bounds from below and above

The claim is that $I(e)\ge\log(1/e)$ for every $e>0$, and that $I(e)\le\log(1/e)+\pi$ for $0<e\le1$.

For small $e$ the integrand peaks at $x=\pi/2$. Setting $x=\pi/2-y$ moves the peak to $y=0$ and gives

$$I(e)=\int_0^{\pi/2}\frac{dy}{\sqrt{\sin^2y+e^2\cos^2y}} .$$

**Lower bound.** On this interval $0\le\sin y\le y$, and $\cos^2y\le1$, so the quantity under the root is at most $y^2+e^2\le(y+e)^2$. Hence

$$I(e)\ge\int_0^{\pi/2}\frac{dy}{y+e}=\log\Bigl(1+\frac{\pi}{2e}\Bigr)\ge\log\frac1e ,$$

where the last step uses $\pi/2>1$.

**Upper bound.** Let $0<e\le1$ and split the integral at $y=e$. Below $e$,

$$\sin^2y+e^2\cos^2y=e^2+(1-e^2)\sin^2y\ge e^2,$$

so the integrand is at most $1/e$ and this part contributes at most $1$. Above $e$ the root is at least $\sin y$. Since $\cos y+\sin y\ge\cos^2y+\sin^2y=1$, the integrand is at most $1/\sin y\le\cot y+1$, and this part contributes at most

$$\bigl[\log\sin y+y\bigr]_e^{\pi/2}=\frac\pi2-e-\log\sin e .$$

Jordan's inequality $\sin e\ge2e/\pi$ gives $-\log\sin e\le\log(1/e)+\log(\pi/2)$, and $\log(\pi/2)\le\pi/2-1$. Adding the two parts,

$$I(e)\le1+\frac\pi2-e+\log\frac1e+\frac\pi2-1=\log\frac1e+\pi-e\le\log\frac1e+\pi .$$

**Limits.** The lower bound makes $I(e)$ diverge as $e\to0^+$. For $0<e<1$, dividing both bounds by $\log(1/e)>0$ gives

$$1\le\frac{I(e)}{\log(1/e)}\le1+\frac{\pi}{\log(1/e)} ,$$

so the ratio tends to $1$.

## One per cent of the half bandwidth

Take $e=0.01$. Then $\log(1/e)=\log100\approx4.61$, and the sharper lower bound is $\log(1+50\pi)\approx\log158.1\approx5.06$. The upper bound is $4.61+3.14=7.75$. Thus $I(0.01)$ lies between about $5.06$ and $7.75$, and dividing by $2\pi^2\approx19.7$ places $t\,g$ between about $0.26$ and $0.39$. As the energy approaches the band edge from inside the band, $I(e)$ tends to $I(1)=\pi/2$ and $t\,g$ tends to $1/(4\pi)\approx0.08$.

## The integral in Lean

```lean
import Mathlib

open Real Set Filter Topology

namespace SquareLatticeVanHove

noncomputable section
```

The definition takes a real number `e` and returns the integral $I(e)$ itself.

```lean
/-- The integral over `[0, π/2]` of `1/√(cos² x + e² sin² x)`, for `e ≠ 0`. -/
def bandIntegral (e : ℝ) : ℝ :=
  ∫ x in (0 : ℝ)..(π / 2), 1 / √(Real.cos x ^ 2 + e ^ 2 * Real.sin x ^ 2)
```

Neither the lattice nor its density of states appears in the code. The relation $g(E)=I(e)/(2\pi^2t)$, derived above by hand, is the step that connects the theorems to the physical band. `Real.log` is the natural logarithm. At `e = 0` the integrand is not integrable and Lean assigns the integral the value zero, so the theorems on size assume `0 < e` and the limits approach zero from above.

The root must not vanish if the integrand is to be continuous. In the reflected angle, either $\sin y\ne0$, and the first term is positive, or $\sin y=0$, which forces $\cos^2y=1$ and leaves $e^2>0$.

```lean
/-- For `e > 0` the quantity under the root, written in the reflected angle, is positive. -/
theorem radicand_pos {e : ℝ} (he : 0 < e) (y : ℝ) :
    0 < Real.sin y ^ 2 + e ^ 2 * Real.cos y ^ 2 := by
  rcases eq_or_ne (Real.sin y) 0 with hs | hs
  · have h := Real.sin_sq_add_cos_sq y
    have hc : Real.cos y ^ 2 = 1 := by
      rw [hs] at h
      linarith
    rw [hs, hc]
    positivity
  · positivity
```

Continuity then gives integrability on any bounded interval, as the comparisons of integrals below require.

```lean
/-- For `e > 0` the reflected integrand is integrable on every bounded interval. -/
theorem integrand_integrable {e : ℝ} (he : 0 < e) (a b : ℝ) :
    IntervalIntegrable (fun y => 1 / √(Real.sin y ^ 2 + e ^ 2 * Real.cos y ^ 2))
      MeasureTheory.volume a b := by
  apply Continuous.intervalIntegrable
  exact continuous_const.div (Continuous.sqrt (by fun_prop))
    (fun y => (Real.sqrt_pos.mpr (radicand_pos he y)).ne')
```

The substitution $x=\pi/2-y$ is a library lemma for interval integrals, followed by the simplification of $\cos(\pi/2-y)$ and $\sin(\pi/2-y)$.

```lean
/-- Reflecting the angle about `π/4` exchanges sine and cosine in the integral. -/
theorem bandIntegral_reflected (e : ℝ) :
    bandIntegral e =
      ∫ y in (0 : ℝ)..(π / 2), 1 / √(Real.sin y ^ 2 + e ^ 2 * Real.cos y ^ 2) := by
  have h := intervalIntegral.integral_comp_sub_left (a := 0) (b := π / 2)
    (fun x => 1 / √(Real.cos x ^ 2 + e ^ 2 * Real.sin x ^ 2)) (π / 2)
  simp only [Real.cos_pi_div_two_sub, Real.sin_pi_div_two_sub, sub_self, sub_zero] at h
  exact h.symm
```

## The logarithm from below

The next theorem is the sharper lower bound. In its proof, `hval` evaluates $\int dy/(y+e)$ from the antiderivative $\log(y+e)$, and `hlog` rewrites the result as $\log(1+\pi/(2e))$. `integral_mono_on` reduces the comparison of integrals to one of integrands. The closing lines prove that the root is at most $y+e$, with `hs` supplying $\sin^2y\le y^2$ and `hc` supplying $e^2\cos^2y\le e^2$.

```lean
/-- For every `e > 0` the integral is at least `log (1 + π/(2e))`. -/
theorem log_one_add_le_bandIntegral {e : ℝ} (he : 0 < e) :
    Real.log (1 + π / (2 * e)) ≤ bandIntegral e := by
  have hπ : (0 : ℝ) ≤ π / 2 := by positivity
  have hpos : ∀ y ∈ Icc (0 : ℝ) (π / 2), 0 < y + e := fun y hy => by linarith [hy.1]
  have hint : IntervalIntegrable (fun y : ℝ => 1 / (y + e))
      MeasureTheory.volume 0 (π / 2) := by
    apply ContinuousOn.intervalIntegrable
    rw [uIcc_of_le hπ]
    exact continuousOn_const.div (by fun_prop) (fun y hy => (hpos y hy).ne')
  have hval : ∫ y in (0 : ℝ)..(π / 2), 1 / (y + e) =
      Real.log (π / 2 + e) - Real.log (0 + e) := by
    apply intervalIntegral.integral_eq_sub_of_hasDerivAt
      (f := fun y => Real.log (y + e)) _ hint
    intro y hy
    rw [uIcc_of_le hπ] at hy
    exact ((hasDerivAt_id' y).add_const e).log (hpos y hy).ne'
  have hlog : Real.log (1 + π / (2 * e)) = Real.log (π / 2 + e) - Real.log (0 + e) := by
    have h : 1 + π / (2 * e) = (π / 2 + e) / e := by
      rw [add_div, div_self he.ne', div_div, add_comm]
    rw [h, zero_add, Real.log_div (by positivity) he.ne']
  rw [hlog, ← hval, bandIntegral_reflected]
  apply intervalIntegral.integral_mono_on hπ hint (integrand_integrable he _ _)
  intro y hy
  -- the root is at most `y + e`
  apply one_div_le_one_div_of_le (Real.sqrt_pos.mpr (radicand_pos he y))
  have hs0 : 0 ≤ Real.sin y :=
    Real.sin_nonneg_of_nonneg_of_le_pi hy.1 (by linarith [hy.2, Real.pi_pos])
  have hs : Real.sin y ^ 2 ≤ y ^ 2 := pow_le_pow_left₀ hs0 (Real.sin_le hy.1) 2
  have hc : e ^ 2 * Real.cos y ^ 2 ≤ e ^ 2 :=
    mul_le_of_le_one_right (sq_nonneg e) (Real.cos_sq_le_one y)
  exact Real.sqrt_le_iff.mpr
    ⟨(hpos y hy).le, by nlinarith [mul_nonneg hy.1 he.le]⟩
```

The simpler bound follows because $\pi/(2e)\ge1/e$ and the logarithm is increasing. It holds for all positive `e`, although values above $1$ lie outside the band and there $I(e)$ no longer represents a density of states.

```lean
/-- Logarithmic lower bound: for every `e > 0` the integral is at least `log (1/e)`. -/
theorem log_le_bandIntegral {e : ℝ} (he : 0 < e) :
    Real.log (1 / e) ≤ bandIntegral e := by
  refine le_trans (Real.log_le_log (by positivity) ?_) (log_one_add_le_bandIntegral he)
  have h : π / (2 * e) = π / 2 * (1 / e) := by field_simp
  have h2 : 0 ≤ (π / 2 - 1) * (1 / e) :=
    mul_nonneg (by linarith [Real.pi_gt_three]) (by positivity)
  rw [h]
  linarith
```

## The matching bound from above

Here the hypothesis `he1 : e ≤ 1` keeps the energy within the band. Some upper limit on $e$ is necessary: for $e>\exp(\pi)$ the right-hand side is negative, while the integral is positive.

The proof makes the same split at $y=e$. The estimate `h1` bounds the part near the peak by $1$, and `h2` compares the rest with the integral of $\cot y+1$, which `hval` evaluates. Within `h2`, the inequality `hsum` is $1\le\cos y+\sin y$, obtained from $\sin y(1-\sin y)\ge0$ and $\cos y(1-\cos y)\ge0$. Jordan's inequality enters through `hl`, and `h3` is $\log(\pi/2)\le\pi/2-1$. The final `linarith` adds these estimates and discards the term $-e$.

```lean
/-- Matching upper bound: for `0 < e ≤ 1` the integral exceeds `log (1/e)` by at most `π`. -/
theorem bandIntegral_le_log_add_pi {e : ℝ} (he : 0 < e) (he1 : e ≤ 1) :
    bandIntegral e ≤ Real.log (1 / e) + π := by
  have heπ : e ≤ π / 2 := by linarith [Real.pi_gt_three]
  have hpos : ∀ y ∈ Icc e (π / 2), 0 < Real.sin y := fun y hy =>
    Real.sin_pos_of_pos_of_lt_pi (he.trans_le hy.1) (by linarith [hy.2, Real.pi_pos])
  -- near the peak the integrand is at most `1/e`
  have h1 : ∫ y in (0 : ℝ)..e, 1 / √(Real.sin y ^ 2 + e ^ 2 * Real.cos y ^ 2) ≤ 1 := by
    calc _ ≤ ∫ _y in (0 : ℝ)..e, 1 / e := by
          apply intervalIntegral.integral_mono_on he.le (integrand_integrable he _ _)
            (continuous_const.intervalIntegrable _ _)
          intro y _
          apply one_div_le_one_div_of_le he
          rw [Real.le_sqrt' he, Real.cos_sq']
          have h : 0 ≤ 1 - e ^ 2 := by nlinarith
          nlinarith [mul_nonneg (sq_nonneg (Real.sin y)) h]
      _ = 1 := by
          rw [intervalIntegral.integral_const, smul_eq_mul, sub_zero,
            mul_one_div_cancel he.ne']
  -- away from the peak it is at most `cot y + 1`
  have hint : IntervalIntegrable (fun y => Real.cos y / Real.sin y + 1)
      MeasureTheory.volume e (π / 2) := by
    apply ContinuousOn.intervalIntegrable
    rw [uIcc_of_le heπ]
    exact (Real.continuous_cos.continuousOn.div Real.continuous_sin.continuousOn
      (fun y hy => (hpos y hy).ne')).add continuousOn_const
  have hval : ∫ y in e..(π / 2), (Real.cos y / Real.sin y + 1) =
      (Real.log (Real.sin (π / 2)) + π / 2) - (Real.log (Real.sin e) + e) := by
    apply intervalIntegral.integral_eq_sub_of_hasDerivAt
      (f := fun y => Real.log (Real.sin y) + y) _ hint
    intro y hy
    rw [uIcc_of_le heπ] at hy
    exact ((Real.hasDerivAt_sin y).log (hpos y hy).ne').fun_add (hasDerivAt_id' y)
  have h2 : ∫ y in e..(π / 2), 1 / √(Real.sin y ^ 2 + e ^ 2 * Real.cos y ^ 2) ≤
      ∫ y in e..(π / 2), (Real.cos y / Real.sin y + 1) := by
    apply intervalIntegral.integral_mono_on heπ (integrand_integrable he _ _) hint
    intro y hy
    have hs := hpos y hy
    have hc : 0 ≤ Real.cos y :=
      Real.cos_nonneg_of_neg_pi_div_two_le_of_le (by linarith [hy.1, Real.pi_pos]) hy.2
    have hsum : 1 ≤ Real.cos y + Real.sin y := by
      nlinarith [Real.sin_sq_add_cos_sq y,
        mul_nonneg hs.le (sub_nonneg.2 (Real.sin_le_one y)),
        mul_nonneg hc (sub_nonneg.2 (Real.cos_le_one y))]
    calc _ ≤ 1 / Real.sin y := by
          apply one_div_le_one_div_of_le hs
          rw [Real.le_sqrt' hs]
          exact le_add_of_nonneg_right (by positivity)
      _ ≤ Real.cos y / Real.sin y + 1 := by
          rw [div_add_one hs.ne']
          gcongr
  -- Jordan's inequality controls `log (sin e)`
  have hl := Real.log_le_log (by positivity : 0 < 2 / π * e) (Real.mul_le_sin he.le heπ)
  rw [Real.log_mul (by positivity) he.ne'] at hl
  have h3 := Real.log_le_sub_one_of_pos (by positivity : 0 < π / 2)
  have h4 : Real.log (π / 2) = -Real.log (2 / π) := by rw [← Real.log_inv, inv_div]
  rw [Real.sin_pi_div_two, Real.log_one] at hval
  rw [bandIntegral_reflected, ← intervalIntegral.integral_add_adjacent_intervals
    (integrand_integrable he 0 e) (integrand_integrable he e (π / 2)), one_div e,
    Real.log_inv]
  linarith
```

## Divergence and its leading coefficient

In the limit statements, `𝓝[>] 0` means that $e$ approaches zero through positive values, and `atTop` means growth beyond every bound. The logarithm comes first.

```lean
/-- The logarithm `log (1/e)` grows without bound as `e` tends to zero from above. -/
theorem tendsto_log_one_div :
    Tendsto (fun e : ℝ => Real.log (1 / e)) (𝓝[>] 0) atTop := by
  simp only [one_div]
  exact Real.tendsto_log_atTop.comp tendsto_inv_nhdsGT_zero
```

Since $I(e)$ is at least $\log(1/e)$ for positive $e$, it diverges too.

```lean
/-- The integral diverges as `e` tends to zero from above. -/
theorem bandIntegral_tendsto_atTop : Tendsto bandIntegral (𝓝[>] 0) atTop := by
  refine tendsto_atTop_mono' _ ?_ tendsto_log_one_div
  filter_upwards [self_mem_nhdsWithin] with e he
  exact log_le_bandIntegral he
```

The last theorem fixes the leading coefficient. The function in `hup` is the upper bound $1+\pi/\log(1/e)$ on the ratio, and it tends to $1$. The two remaining goals are the inequalities that enclose the ratio, proved for $0<e<1$, where the logarithm is positive and division by it preserves their direction.

```lean
/-- The ratio of the integral to `log (1/e)` tends to one as `e` tends to zero from above. -/
theorem bandIntegral_div_log_tendsto_one :
    Tendsto (fun e => bandIntegral e / Real.log (1 / e)) (𝓝[>] 0) (𝓝 1) := by
  have hup : Tendsto (fun e : ℝ => 1 + π / Real.log (1 / e)) (𝓝[>] 0) (𝓝 1) := by
    have h := (tendsto_const_nhds (x := π)).div_atTop tendsto_log_one_div
    simpa only [add_zero] using h.const_add 1
  refine tendsto_of_tendsto_of_tendsto_of_le_of_le' tendsto_const_nhds hup ?_ ?_
  · filter_upwards [Ioo_mem_nhdsGT (zero_lt_one' ℝ)] with e he
    have hL : 0 < Real.log (1 / e) := Real.log_pos (one_lt_one_div he.1 he.2)
    exact (one_le_div hL).mpr (log_le_bandIntegral he.1)
  · filter_upwards [Ioo_mem_nhdsGT (zero_lt_one' ℝ)] with e he
    have hL : 0 < Real.log (1 / e) := Real.log_pos (one_lt_one_div he.1 he.2)
    rw [div_le_iff₀ hL, add_mul, one_mul, div_mul_cancel₀ _ hL.ne']
    exact bandIntegral_le_log_add_pi he.1 he.2.le

end

end SquareLatticeVanHove
```

```lean
#print axioms SquareLatticeVanHove.bandIntegral_tendsto_atTop
#print axioms SquareLatticeVanHove.bandIntegral_div_log_tendsto_one
```

```
'SquareLatticeVanHove.bandIntegral_tendsto_atTop' depends on axioms: [propext, Classical.choice, Quot.sound]
'SquareLatticeVanHove.bandIntegral_div_log_tendsto_one' depends on axioms: [propext, Classical.choice, Quot.sound]
```

The divergence is the Van Hove singularity of this particular band, whose saddle points all lie at $E=0$. The theorems concern its explicit integral and make no statement about saddle points of a general two-dimensional dispersion. They determine the leading term $\log(1/e)$ and confine the remainder to between $0$ and $\pi$ for $0<e\le1$, without showing that the remainder has a limit.
